# At real energy, the Bloch factors of a Hermitian chain pair as $z$ and $1/\bar z$

Take a chain with one orbital per cell, real on-site energy $h$, complex hopping $t$ between neighbouring cells only, and real energy $E$. Its amplitudes obey $\bar t\psi_{j-1}+h\psi_j+t\psi_{j+1}=E\psi_j$. A wave $\psi_j=z^j u$ with $z\neq0$ and $u\neq0$ solves this equation exactly when
$$p(z)=\bar t+z(h-E)+z^2t=0.$$
Let $w=1/\bar z$, so that $\bar z^2w=\bar z$ and $\bar z^2w^2=1$. Then
$$\overline{p(z)}=t+\bar z(h-E)+\bar z^2\bar t=\bar z^2\,p(w).$$
So $z$ is a root exactly when $w$ is. Since $|w|=1/|z|$, a wave that decays to the right is paired with one that grows. On the unit circle $w=z$, and the pairing says nothing new.

## Several orbitals per cell

The finite type `n` labels the orbitals of a cell; let $N$ be their number.

```lean
import Mathlib

open Matrix
open scoped ComplexOrder

namespace ComplexBandPairing

variable {n : Type*} [Fintype n] [DecidableEq n]
```

The on-cell block $H$ and the hopping $T$ are now $N\times N$ matrices, and $p$ becomes the matrix pencil
$$P(z)=T^\dagger+z(H-E)+z^2T.$$
In Lean, `ᴴ` is the conjugate transpose; the docstrings write $T^\dagger$ as `T*`. The energy enters as $E$ times the identity, which means an orthonormal basis. $T$ may be singular. The definition allows complex $E$ and any $H$; the pairing theorems below require real $E$ and Hermitian $H$, the conditions for a chain without gain or loss at a real energy.

```lean
/-- The quadratic Bloch pencil `P(z) = T* + z (H - E) + z² T` of a periodic chain with
on-cell block `H`, hopping matrix `T` and energy `E`. -/
def blochPencil (H T : Matrix n n ℂ) (E z : ℂ) : Matrix n n ℂ :=
  Tᴴ + z • (H - E • (1 : Matrix n n ℂ)) + z ^ 2 • T
```

The amplitudes $\psi_j\in\mathbb C^N$ obey, for every integer $j$,
$$T^\dagger\psi_{j-1}+H\psi_j+T\psi_{j+1}=E\psi_j.$$
Only neighbouring cells couple, and the particle is non-interacting. No boundary or normalisation condition is imposed, so growing waves count as solutions.

```lean
omit [DecidableEq n] in
/-- The stationary Schrödinger equation of the infinite chain: in every cell `j`,
`T* ψ(j-1) + H ψ(j) + T ψ(j+1) = E ψ(j)`. -/
def SolvesChain (H T : Matrix n n ℂ) (E : ℂ) (ψ : ℤ → n → ℂ) : Prop :=
  ∀ j : ℤ, Tᴴ *ᵥ ψ (j - 1) + H *ᵥ ψ j + T *ᵥ ψ (j + 1) = E • ψ j
```

## From the chain to the pencil

Insert $\psi_j=z^ju$ with $z\ne0$ and move everything to the left:
$$z^{j-1}T^\dagger u+z^j(H-E)u+z^{j+1}Tu=z^{j-1}P(z)u.$$
If the chain equation holds, the cell $j=0$ already gives $P(z)u=0$, because $z^{-1}\neq0$. Conversely, $P(z)u=0$ makes the residual vanish in every cell. The proof establishes this identity as `key` and reads off both directions.

```lean
/-- For a non-zero Bloch factor `z`, the wave `ψ(j) = z^j u` solves the chain equation
exactly when the pencil `P(z)` annihilates the cell amplitude `u`. -/
theorem solvesChain_bloch_iff (H T : Matrix n n ℂ) (E : ℂ) {z : ℂ} (hz : z ≠ 0)
    (u : n → ℂ) :
    SolvesChain H T E (fun j => z ^ j • u) ↔ blochPencil H T E z *ᵥ u = 0 := by
  -- the residual in cell `j` is the pencil applied to `u`, times `z^(j-1)`
  have key : ∀ j : ℤ, Tᴴ *ᵥ (z ^ (j - 1) • u) + H *ᵥ (z ^ j • u)
      + T *ᵥ (z ^ (j + 1) • u) - E • (z ^ j • u)
      = z ^ (j - 1) • (blochPencil H T E z *ᵥ u) := by
    intro j
    have h1 : z ^ j = z ^ (j - 1) * z := by
      rw [← zpow_add_one₀ hz, sub_add_cancel]
    have h2 : z ^ (j + 1) = z ^ (j - 1) * z ^ 2 := by
      rw [zpow_add_one₀ hz, h1]
      ring
    rw [h2, h1]
    simp only [blochPencil, Matrix.add_mulVec, Matrix.sub_mulVec, Matrix.smul_mulVec,
      Matrix.one_mulVec, Matrix.mulVec_smul]
    module
  constructor
  · intro h
    have h0 : z ^ ((0 : ℤ) - 1) • (blochPencil H T E z *ᵥ u) = 0 :=
      (key 0).symm.trans (sub_eq_zero.mpr (h 0))
    exact (smul_eq_zero.mp h0).resolve_left (zpow_ne_zero _ hz)
  · intro h j
    have hj := key j
    rw [h, smul_zero] at hj
    exact sub_eq_zero.mp hj
```

## The adjoint takes $z$ to its partner

The partner is fixed by $\bar z w=1$, written `star z * w = 1`, which also excludes $z=0$. With $H^\dagger=H$ and $\bar E=E$,
$$P(z)^\dagger=T+\bar z(H-E)+\bar z^2T^\dagger
=\bar z^2\left[T^\dagger+w(H-E)+w^2T\right]=\bar z^2P(w).$$
The relations `h1` and `h2` are $\bar z^2w=\bar z$ and $\bar z^2w^2=1$, as for one orbital.

```lean
omit [Fintype n] in
/-- For Hermitian `H`, real energy and `conj(z) w = 1`, the adjoint of the pencil at `z` is
`conj(z)²` times the pencil at `w`. -/
theorem blochPencil_conjTranspose {H : Matrix n n ℂ} (hH : H.IsHermitian)
    (T : Matrix n n ℂ) (E : ℝ) {z w : ℂ} (hw : star z * w = 1) :
    (blochPencil H T E z)ᴴ = (star z) ^ 2 • blochPencil H T E w := by
  have hE : star (E : ℂ) = (E : ℂ) := Complex.conj_ofReal E
  have h1 : (star z) ^ 2 * w = star z := by linear_combination star z * hw
  have h2 : (star z) ^ 2 * w ^ 2 = 1 := by linear_combination (star z * w + 1) * hw
  simp only [blochPencil, Matrix.conjTranspose_add, Matrix.conjTranspose_sub,
    Matrix.conjTranspose_smul, Matrix.conjTranspose_one, Matrix.conjTranspose_conjTranspose,
    hH.eq, hE, star_pow, smul_add, smul_smul, h1, h2, one_smul]
  abel
```

Take determinants. The adjoint conjugates the determinant, and a scalar $c$ multiplying an $N\times N$ matrix contributes $c^N$, so
$$\overline{\det P(z)}=\bar z^{2N}\det P(w).$$

```lean
/-- For Hermitian `H`, real energy and `conj(z) w = 1`, the secular determinants at `z` and
`w` satisfy `conj(det P(z)) = conj(z)^(2n) det P(w)`, with `n` the number of orbitals per
cell. -/
theorem star_det_blochPencil {H : Matrix n n ℂ} (hH : H.IsHermitian)
    (T : Matrix n n ℂ) (E : ℝ) {z w : ℂ} (hw : star z * w = 1) :
    star (blochPencil H T E z).det
      = (star z) ^ (2 * Fintype.card n) * (blochPencil H T E w).det := by
  rw [← Matrix.det_conjTranspose, blochPencil_conjTranspose hH T E hw, Matrix.det_smul,
    ← pow_mul]
```

Since $\bar z\neq0$, the prefactor is non-zero and one determinant vanishes exactly when the other does. The proof handles the two directions separately, cancelling the prefactor in the first.

```lean
/-- Reciprocal pairing of Bloch factors: for Hermitian `H`, any hopping matrix `T` and real
energy, `z` is a root of the secular determinant exactly when its partner `w`, defined by
`conj(z) w = 1`, is one. -/
theorem det_blochPencil_eq_zero_iff {H : Matrix n n ℂ} (hH : H.IsHermitian)
    (T : Matrix n n ℂ) (E : ℝ) {z w : ℂ} (hw : star z * w = 1) :
    (blochPencil H T E z).det = 0 ↔ (blochPencil H T E w).det = 0 := by
  have hz : star z ≠ 0 := by
    intro h
    rw [h, zero_mul] at hw
    exact zero_ne_one hw
  have h := star_det_blochPencil hH T E hw
  constructor
  · intro h0
    rw [h0, star_zero] at h
    exact (mul_eq_zero.mp h.symm).resolve_left (pow_ne_zero _ hz)
  · intro h0
    rw [h0, mul_zero] at h
    exact star_eq_zero.mp h
```

## Equally many waves on each side

The adjoint preserves rank, and so does a non-zero scalar factor. Hence
$$\operatorname{rank}P(z)=\operatorname{rank}P(z)^\dagger=\operatorname{rank}P(w),$$
and by rank–nullity both kernels have dimension $N-\operatorname{rank}P(z)$. In the proof, the scalar becomes multiplication by the invertible matrix $\bar z^2\mathbf 1$. The theorem counts independent amplitudes $u$, not the order of $z$ as a root of the determinant.

```lean
/-- For Hermitian `H`, real energy and `conj(z) w = 1`, the pencils at `z` and `w` annihilate
equally many linearly independent cell amplitudes. -/
theorem finrank_ker_blochPencil {H : Matrix n n ℂ} (hH : H.IsHermitian)
    (T : Matrix n n ℂ) (E : ℝ) {z w : ℂ} (hw : star z * w = 1) :
    Module.finrank ℂ (LinearMap.ker (blochPencil H T E z).mulVecLin)
      = Module.finrank ℂ (LinearMap.ker (blochPencil H T E w).mulVecLin) := by
  have hz : star z ≠ 0 := by
    intro h
    rw [h, zero_mul] at hw
    exact zero_ne_one hw
  have hu : IsUnit ((star z) ^ 2 • (1 : Matrix n n ℂ)).det := by
    rw [Matrix.det_smul, Matrix.det_one, mul_one]
    exact isUnit_iff_ne_zero.mpr (pow_ne_zero _ (pow_ne_zero _ hz))
  -- neither the adjoint nor a non-zero factor changes the rank
  have hr : (blochPencil H T E z).rank = (blochPencil H T E w).rank := by
    rw [← Matrix.rank_conjTranspose (blochPencil H T E z),
      blochPencil_conjTranspose hH T E hw,
      show (star z) ^ 2 • blochPencil H T E w
        = blochPencil H T E w * ((star z) ^ 2 • (1 : Matrix n n ℂ)) by
          rw [Matrix.mul_smul, Matrix.mul_one]]
    exact Matrix.rank_mul_eq_left_of_isUnit_det _ _ hu
  unfold Matrix.rank at hr
  have hkz := LinearMap.finrank_range_add_finrank_ker (blochPencil H T E z).mulVecLin
  have hkw := LinearMap.finrank_range_add_finrank_ker (blochPencil H T E w).mulVecLin
  omega
```

A square matrix has zero determinant exactly when it annihilates a non-zero vector. Combined with the chain–pencil equivalence, this turns the pairing of roots into a pairing of waves: a non-zero solution $z^ju$ exists exactly when a non-zero solution $w^jv$ does. The amplitudes $u$ and $v$ may differ.

For such finite-orbital, nearest-neighbour models, this gives a consistency check on computed complex bands at real energy. Whether a decaying wave belongs to a surface state depends on the boundary condition at the surface, which does not enter here.

```lean
/-- For Hermitian `H`, real energy and `conj(z) w = 1`, the chain has a non-zero Bloch wave
`z^j u` exactly when it has a non-zero Bloch wave `w^j v`. -/
theorem exists_bloch_wave_iff {H : Matrix n n ℂ} (hH : H.IsHermitian)
    (T : Matrix n n ℂ) (E : ℝ) {z w : ℂ} (hw : star z * w = 1) :
    (∃ u : n → ℂ, u ≠ 0 ∧ SolvesChain H T E (fun j => z ^ j • u)) ↔
      ∃ v : n → ℂ, v ≠ 0 ∧ SolvesChain H T E (fun j => w ^ j • v) := by
  have hz : z ≠ 0 := by
    intro h
    rw [h, star_zero, zero_mul] at hw
    exact zero_ne_one hw
  have hw0 : w ≠ 0 := by
    intro h
    rw [h, mul_zero] at hw
    exact zero_ne_one hw
  simp only [solvesChain_bloch_iff H T E hz, solvesChain_bloch_iff H T E hw0]
  exact (Matrix.exists_mulVec_eq_zero_iff.trans
    (det_blochPencil_eq_zero_iff hH T E hw)).trans Matrix.exists_mulVec_eq_zero_iff.symm
```

## A complex energy can break the pairing

Take one orbital with $H=0$, $T=1$ and $E=3i/2$. Then $p(z)=1-\tfrac{3i}{2}z+z^2$, and
$$p(2i)=1+3-4=0,\qquad p(i/2)=1+\tfrac34-\tfrac14=\tfrac32 .$$
The two factors are partners, since $\overline{2i}\cdot\tfrac i2=1$, yet only the first is a root. The check therefore does not carry over to Green-function calculations that give the energy an imaginary part.

```lean
/-- The pairing can fail at complex energy: for one orbital per cell with `H = 0`, `T = 1` and
`E = 3i/2`, the factor `2i` is a root of the secular determinant and its partner `i/2` is
not. -/
theorem pairing_fails_at_complex_energy :
    star (2 * Complex.I) * (Complex.I / 2) = 1 ∧
    (blochPencil (0 : Matrix (Fin 1) (Fin 1) ℂ) 1 (3 / 2 * Complex.I)
      (2 * Complex.I)).det = 0 ∧
    (blochPencil (0 : Matrix (Fin 1) (Fin 1) ℂ) 1 (3 / 2 * Complex.I)
      (Complex.I / 2)).det ≠ 0 := by
  -- the secular determinant is an explicit quadratic polynomial
  have hdet : ∀ z : ℂ, (blochPencil (0 : Matrix (Fin 1) (Fin 1) ℂ) 1
      (3 / 2 * Complex.I) z).det = 1 - z * (3 / 2 * Complex.I) + z ^ 2 := by
    intro z
    simp [blochPencil]
    ring
  refine ⟨?_, ?_, ?_⟩
  · have hs : star (2 * Complex.I) = -(2 * Complex.I) := by
      simp
    rw [hs]
    linear_combination -Complex.I_sq
  · rw [hdet]
    linear_combination Complex.I_sq
  · have hv : 1 - Complex.I / 2 * (3 / 2 * Complex.I) + (Complex.I / 2) ^ 2 = 3 / 2 := by
      linear_combination (-1 / 2) * Complex.I_sq
    rw [hdet, hv]
    norm_num

end ComplexBandPairing
```

```lean
#print axioms ComplexBandPairing.finrank_ker_blochPencil
#print axioms ComplexBandPairing.exists_bloch_wave_iff
#print axioms ComplexBandPairing.pairing_fails_at_complex_energy
```

```
'ComplexBandPairing.finrank_ker_blochPencil' depends on axioms: [propext, Classical.choice, Quot.sound]
'ComplexBandPairing.exists_bloch_wave_iff' depends on axioms: [propext, Classical.choice, Quot.sound]
'ComplexBandPairing.pairing_fails_at_complex_energy' depends on axioms: [propext, Classical.choice, Quot.sound]
```
